# The jackknife removes the bias of a second-order ratio expansion for independent draws

When I reweight a variational Monte Carlo sample, I divide the mean of the weighted local energies by the mean weight. The quotient is generally biased even though both means are unbiased, and averaging many runs of the same length leaves that bias in place. For $M\ge2$ independent pairs, the second-order expansion of the quotient should have a bias proportional to $1/M$, which the leave-one-out jackknife should remove exactly. Can this be made rigorous and machine-checked?

## The bias cancels between $M$ and $M-1$ draws

Yes, for draws from a finite space. Let $p$ be weights with total one, and let $X,Y$ be observables with means $a$ and $b\ne0$. Write $C$ for their covariance and $V$ for the variance of $Y$. For a nonempty set $S$ of $n$ draws, define the deviations

$$u_S=\frac1n\sum_{i\in S}(X_i-a),\qquad v_S=\frac1n\sum_{i\in S}(Y_i-b).$$

Both have expectation zero. In the product

$$\mathbb E[u_Sv_S]=\frac1{n^2}\sum_{i,j\in S}\mathbb E[(X_i-a)(Y_j-b)],$$

each term with $i\ne j$ factorises into zero means, and the $n$ diagonal terms each give $C$. Hence $\mathbb E[u_Sv_S]=C/n$, and likewise $\mathbb E[v_S^2]=V/n$.

Multiplying $a+u$ by $1/(b+v)=1/b-v/b^2+v^2/b^3-\cdots$ and keeping terms through second order gives

$$q(u,v)=\frac ab+\frac ub-\frac{av}{b^2}-\frac{uv}{b^2}+\frac{av^2}{b^3}.$$

With $q_S=q(u_S,v_S)$, its expectation is therefore

$$\mathbb E[q_S]=\frac ab+\frac Kn,\qquad K=\frac{aV}{b^3}-\frac C{b^2}.$$

The jackknife is $J=Mq_{\rm all}-\frac{M-1}{M}\sum_i q_{{\rm all}\setminus i}$, so

$$\mathbb E[J]=M\left(\frac ab+\frac KM\right)-(M-1)\left(\frac ab+\frac K{M-1}\right)=\frac ab.$$

Without the jackknife, the expansion is unbiased exactly when $K=0$, that is, when $aV=bC$.

The truncation error is also explicit. For $b+v\ne0$,

$$\frac{a+u}{b+v}-\frac ab=\frac{bu-av}{b(b+v)},\qquad q-\frac ab=\frac{(bu-av)(b-v)}{b^3}.$$

Since $b^2-(b-v)(b+v)=v^2$, subtraction gives

$$\frac{a+u}{b+v}-q=\frac{v^2(bu-av)}{b^3(b+v)}.$$

This is cubic in the deviations, apart from the factor $1/(b+v)$.

## Runs, weights and deviations in Lean

A run is a function `ω : Fin M → Ω`, and draw `i` supplies the pair `X (ω i)`, `Y (ω i)`. The two observables may be correlated within a draw; the product weight in `expect` makes different draws independent. The hypothesis `hp` says that the weights sum to one; their positivity is not needed. `avg` and `cov` are exact moments under `p`, and `dev p X S ω` is $u_S$.

The first part of `ratio_jackknife` gives the expectation of $q_{\rm all}$. The second says $b\,\mathbb E[J]=a$, which is $\mathbb E[J]=a/b$ because `hb` assumes $b\ne0$. In reweighting, `p` is the sampled distribution, $Y$ is the weight that appears in the quotient, and $X$ is that weight times the local energy, so `hb` says that the mean of $Y$ does not vanish.

`ratioExpansion` contains the exact means $a$ and $b$, so it is a tool for analysing the bias and cannot be computed from the data alone. The theorem does not make the jackknife of the actual quotient unbiased, because the remainder still contributes. Correlated Markov chains, continuous configuration spaces and jackknife error bars are not treated.

```lean
import Mathlib

open Finset

namespace JackknifeRatio

noncomputable section

variable {Ω : Type*} [Fintype Ω] {M : ℕ}

/-- The mean of an observable `f` under the weights `p`. -/
def avg (p f : Ω → ℝ) : ℝ := ∑ x, p x * f x

/-- The covariance of two observables under the weights `p`. -/
def cov (p f g : Ω → ℝ) : ℝ := avg p fun x => (f x - avg p f) * (g x - avg p g)

/-- The expectation of a function of `M` independent draws, each with weights `p`. -/
def expect (p : Ω → ℝ) (F : (Fin M → Ω) → ℝ) : ℝ := ∑ ω, (∏ i, p (ω i)) * F ω

/-- The deviation of the sample mean of `f` over the draws in `S` from its exact mean. -/
def dev (p f : Ω → ℝ) (S : Finset (Fin M)) (ω : Fin M → Ω) : ℝ :=
  (∑ i ∈ S, f (ω i)) / (S.card : ℝ) - avg p f

/-- The leave-one-out jackknife of an estimator `T` that can be evaluated on any set of draws. -/
def jackknife (T : Finset (Fin M) → ℝ) : ℝ :=
  (M : ℝ) * T univ - ((M : ℝ) - 1) / M * ∑ i, T (univ.erase i)

/-- A general quadratic polynomial in two deviations `u` and `v`. -/
def quadratic (c₀ cx cy cxx cxy cyy u v : ℝ) : ℝ :=
  c₀ + cx * u + cy * v + cxx * u ^ 2 + cxy * (u * v) + cyy * v ^ 2

/-- The second-order expansion of the ratio `(a + u) / (b + v)` in `u` and `v`. -/
def ratioExpansion (a b u v : ℝ) : ℝ :=
  a / b + u / b - a * v / b ^ 2 - u * v / b ^ 2 + a * v ^ 2 / b ^ 3

/-- For independent draws, the expectation of a product of one-draw functions is the product
of their means. -/
theorem expect_prod (p : Ω → ℝ) (h : Fin M → Ω → ℝ) :
    expect p (fun ω => ∏ k, h k (ω k)) = ∏ k, avg p (h k) := by
  simp only [expect, avg, ← Finset.prod_mul_distrib]
  rw [Finset.prod_univ_sum, Fintype.piFinset_univ]

/-- An observable of zero mean on draw `i` is uncorrelated with any observable on another
draw `j`; on the same draw the one-draw mean of the product results. -/
theorem expect_pair {p : Ω → ℝ} (hp : ∑ x, p x = 1) (f g : Ω → ℝ) (hf : avg p f = 0)
    (i j : Fin M) :
    expect p (fun ω => f (ω i) * g (ω j)) =
      if i = j then avg p (fun x => f x * g x) else 0 := by
  have h := expect_prod p
    (fun k x => (if k = i then f x else 1) * (if k = j then g x else 1))
  simp only [Finset.prod_mul_distrib, Finset.prod_ite_eq', Finset.mem_univ, if_true] at h
  rw [h]
  split_ifs with hij
  · subst hij
    rw [Finset.prod_eq_single i]
    · simp
    · intro k _ hk
      simp [avg, hk, hp]
    · simp
  · apply Finset.prod_eq_zero (Finset.mem_univ i)
    simpa [hij] using hf

/-- Deviations of sample means over a nonempty set `S` of draws have zero expectation, and
the expectation of their product is the covariance divided by the number of draws in `S`. -/
theorem expect_dev {p : Ω → ℝ} (hp : ∑ x, p x = 1) (f g : Ω → ℝ) {S : Finset (Fin M)}
    (hS : S.Nonempty) :
    expect p (dev p f S) = 0 ∧
      expect p (fun ω => dev p f S ω * dev p g S ω) = cov p f g / (S.card : ℝ) := by
  have hc : (S.card : ℝ) ≠ 0 := by exact_mod_cast hS.card_pos.ne'
  have hz : ∀ h : Ω → ℝ, avg p (fun x => h x - avg p h) = 0 := by
    intro h
    have aux : ∀ m : ℝ, avg p (fun x => h x - m) = avg p h - (∑ x, p x) * m := by
      intro m
      simp only [avg, mul_sub, Finset.sum_sub_distrib, Finset.sum_mul]
    rw [aux, hp]
    ring
  -- a deviation is the sample mean of the centred observable
  have hd : ∀ (h : Ω → ℝ) (ω : Fin M → Ω),
      dev p h S ω = (∑ i ∈ S, (h (ω i) - avg p h)) / (S.card : ℝ) := by
    intro h ω
    rw [dev, Finset.sum_sub_distrib, Finset.sum_const, nsmul_eq_mul]
    field_simp
  have hl : ∀ {κ : Type} (s : Finset κ) (H : κ → (Fin M → Ω) → ℝ) (c : ℝ),
      expect p (fun ω => (∑ k ∈ s, H k ω) / c) = (∑ k ∈ s, expect p (H k)) / c := by
    intro κ s H c
    simp only [expect, Finset.sum_div, Finset.mul_sum, mul_div_assoc]
    exact Finset.sum_comm
  constructor
  · have e : dev p f S = fun ω => (∑ i ∈ S, (f (ω i) - avg p f)) / (S.card : ℝ) :=
      funext (hd f)
    rw [e, hl S (fun i ω => f (ω i) - avg p f), Finset.sum_eq_zero, zero_div]
    intro i _
    have h := expect_pair hp (fun x => f x - avg p f) (fun _ => 1) (hz f) i i
    simpa [hz f] using h
  · have e : (fun ω => dev p f S ω * dev p g S ω) = fun ω =>
        (∑ z ∈ S ×ˢ S, (f (ω z.1) - avg p f) * (g (ω z.2) - avg p g)) /
          ((S.card : ℝ) * S.card) := by
      funext ω
      rw [hd f, hd g, div_mul_div_comm, Finset.sum_mul_sum, Finset.sum_product]
    have hpair : ∀ i j : Fin M,
        expect p (fun ω => (f (ω i) - avg p f) * (g (ω j) - avg p g)) =
          if i = j then cov p f g else 0 := fun i j =>
      expect_pair hp (fun x => f x - avg p f) (fun x => g x - avg p g) (hz f) i j
    -- only the diagonal pairs of draws survive
    rw [e, hl (S ×ˢ S) (fun z ω => (f (ω z.1) - avg p f) * (g (ω z.2) - avg p g)),
      Finset.sum_product]
    simp only [hpair, Finset.sum_ite_eq, Finset.sum_ite_mem, Finset.inter_self,
      Finset.sum_const, nsmul_eq_mul]
    field_simp

/-- The expectation of a quadratic polynomial in the deviations is its constant term plus a
bias inversely proportional to the number of draws in `S`. -/
theorem expect_quadratic {p : Ω → ℝ} (hp : ∑ x, p x = 1) (X Y : Ω → ℝ)
    (c₀ cx cy cxx cxy cyy : ℝ) {S : Finset (Fin M)} (hS : S.Nonempty) :
    expect p (fun ω => quadratic c₀ cx cy cxx cxy cyy (dev p X S ω) (dev p Y S ω)) =
      c₀ + (cxx * cov p X X + cxy * cov p X Y + cyy * cov p Y Y) / (S.card : ℝ) := by
  have h1 : expect p (fun _ : Fin M → Ω => 1) = 1 := by
    have h := expect_prod (M := M) p (fun _ _ => 1)
    simpa [avg, hp] using h
  have hlin : expect p (fun ω => quadratic c₀ cx cy cxx cxy cyy (dev p X S ω) (dev p Y S ω)) =
      c₀ * expect p (fun _ : Fin M → Ω => 1) + cx * expect p (dev p X S)
        + cy * expect p (dev p Y S) + cxx * expect p (fun ω => dev p X S ω * dev p X S ω)
        + cxy * expect p (fun ω => dev p X S ω * dev p Y S ω)
        + cyy * expect p (fun ω => dev p Y S ω * dev p Y S ω) := by
    simp only [expect, Finset.mul_sum, ← Finset.sum_add_distrib, quadratic]
    refine Finset.sum_congr rfl fun ω _ => ?_
    ring
  rw [hlin, h1, (expect_dev hp X X hS).1, (expect_dev hp Y Y hS).1, (expect_dev hp X X hS).2,
    (expect_dev hp X Y hS).2, (expect_dev hp Y Y hS).2]
  ring

/-- For at least two draws, the jackknife of any quadratic polynomial in the deviations has
expectation equal to the constant term. -/
theorem expect_jackknife_quadratic {p : Ω → ℝ} (hp : ∑ x, p x = 1) (X Y : Ω → ℝ)
    (c₀ cx cy cxx cxy cyy : ℝ) (hM : 2 ≤ M) :
    expect p (fun ω : Fin M → Ω => jackknife fun S =>
      quadratic c₀ cx cy cxx cxy cyy (dev p X S ω) (dev p Y S ω)) = c₀ := by
  -- the jackknife is linear, so it commutes with the expectation
  have hJ : ∀ T : Finset (Fin M) → (Fin M → Ω) → ℝ,
      expect p (fun ω => jackknife fun S => T S ω) = jackknife fun S => expect p (T S) := by
    intro T
    simp only [expect, jackknife]
    rw [Finset.sum_comm, Finset.mul_sum, Finset.mul_sum, ← Finset.sum_sub_distrib]
    refine Finset.sum_congr rfl fun ω _ => ?_
    rw [← Finset.mul_sum]
    ring
  have hne : (univ : Finset (Fin M)).Nonempty := ⟨⟨0, by omega⟩, Finset.mem_univ _⟩
  have her : ∀ i : Fin M, (univ.erase i).Nonempty := fun i => Finset.card_pos.mp (by
    rw [Finset.card_erase_of_mem (Finset.mem_univ i), Finset.card_univ, Fintype.card_fin]
    omega)
  have hcard : ((M - 1 : ℕ) : ℝ) = (M : ℝ) - 1 := by
    rw [Nat.cast_sub (by omega), Nat.cast_one]
  have h2 : (2 : ℝ) ≤ M := by exact_mod_cast hM
  have hM0 : (M : ℝ) ≠ 0 := by linarith
  have hM1 : (M : ℝ) - 1 ≠ 0 := by linarith
  refine (hJ fun S ω => quadratic c₀ cx cy cxx cxy cyy (dev p X S ω) (dev p Y S ω)).trans ?_
  simp only [jackknife]
  rw [expect_quadratic hp X Y c₀ cx cy cxx cxy cyy hne,
    Finset.sum_congr rfl fun i _ => expect_quadratic hp X Y c₀ cx cy cxx cxy cyy (her i)]
  -- with K the numerator of the bias, M * (K / M) and (M - 1) * (K / (M - 1)) cancel
  simp only [Finset.card_erase_of_mem, Finset.mem_univ, Finset.card_univ, Fintype.card_fin,
    Finset.sum_const, nsmul_eq_mul, hcard]
  field_simp
  ring

/-- The exact difference between the ratio `(a + u) / (b + v)` and its second-order expansion. -/
theorem ratio_remainder {a b u v : ℝ} (hb : b ≠ 0) (hv : b + v ≠ 0) :
    (a + u) / (b + v) - ratioExpansion a b u v =
      v ^ 2 * (b * u - a * v) / (b ^ 3 * (b + v)) := by
  unfold ratioExpansion
  field_simp
  ring

/-- Let `a` and `b ≠ 0` be the means of `X` and `Y`, `C` their covariance and `V` the variance of
`Y`. For at least two draws, the expanded ratio of sample means has expectation `a/b + (a V/b³ -
C/b²)/M`, and the expectation of its jackknife, multiplied by `b`, is `a`. -/
theorem ratio_jackknife {p : Ω → ℝ} (hp : ∑ x, p x = 1) (X Y : Ω → ℝ) (hM : 2 ≤ M)
    (hb : avg p Y ≠ 0) :
    expect p (fun ω : Fin M → Ω =>
        ratioExpansion (avg p X) (avg p Y) (dev p X univ ω) (dev p Y univ ω)) =
      avg p X / avg p Y +
        (avg p X * cov p Y Y / avg p Y ^ 3 - cov p X Y / avg p Y ^ 2) / M ∧
    avg p Y * expect p (fun ω : Fin M → Ω => jackknife fun S =>
        ratioExpansion (avg p X) (avg p Y) (dev p X S ω) (dev p Y S ω)) = avg p X := by
  have hq : ∀ a b u v : ℝ, ratioExpansion a b u v =
      quadratic (a / b) (1 / b) (-a / b ^ 2) 0 (-1 / b ^ 2) (a / b ^ 3) u v := by
    intro a b u v
    unfold ratioExpansion quadratic
    ring
  have hne : (univ : Finset (Fin M)).Nonempty := ⟨⟨0, by omega⟩, Finset.mem_univ _⟩
  simp only [hq]
  constructor
  · rw [expect_quadratic hp X Y _ _ _ _ _ _ hne, Finset.card_univ, Fintype.card_fin]
    ring
  · rw [expect_jackknife_quadratic hp X Y _ _ _ _ _ _ hM]
    field_simp

/-- Let `a` and `b ≠ 0` be the means of `X` and `Y`, `C` their covariance and `V` the variance of
`Y`. Without the jackknife, the expanded ratio has expectation `a/b` exactly when `a V = b C`. -/
theorem ratio_unbiased_iff {p : Ω → ℝ} (hp : ∑ x, p x = 1) (X Y : Ω → ℝ) (hM : 2 ≤ M)
    (hb : avg p Y ≠ 0) :
    expect p (fun ω : Fin M → Ω =>
        ratioExpansion (avg p X) (avg p Y) (dev p X univ ω) (dev p Y univ ω)) =
      avg p X / avg p Y ↔ avg p X * cov p Y Y = avg p Y * cov p X Y := by
  have hM0 : (M : ℝ) ≠ 0 := by
    have : M ≠ 0 := by omega
    exact_mod_cast this
  have e : (avg p X * cov p Y Y / avg p Y ^ 3 - cov p X Y / avg p Y ^ 2) / (M : ℝ) =
      (avg p X * cov p Y Y - avg p Y * cov p X Y) / (avg p Y ^ 3 * M) := by
    field_simp
  rw [(ratio_jackknife hp X Y hM hb).1, e, add_eq_left, div_eq_zero_iff, sub_eq_zero]
  exact or_iff_left (mul_ne_zero (pow_ne_zero 3 hb) hM0)

end

end JackknifeRatio
```

```lean
#print axioms JackknifeRatio.ratio_remainder
#print axioms JackknifeRatio.ratio_jackknife
#print axioms JackknifeRatio.ratio_unbiased_iff
```

```
'JackknifeRatio.ratio_remainder' depends on axioms: [propext, Classical.choice, Quot.sound]
'JackknifeRatio.ratio_jackknife' depends on axioms: [propext, Classical.choice, Quot.sound]
'JackknifeRatio.ratio_unbiased_iff' depends on axioms: [propext, Classical.choice, Quot.sound]
```

## From factorised expectations to the cancellation

`expect_prod` expands a product of one-draw sums into a sum over runs. `expect_pair` applies it with the constant 1 on every uninvolved draw, which gives zero for $i\ne j$ and the one-draw mean for $i=j$.

`expect_dev` rewrites deviations as means of centred observables, expands their product over `S ×ˢ S` and keeps the diagonal. `expect_quadratic` then uses linearity to obtain a constant plus a bias proportional to $1/n$ for any quadratic polynomial in the deviations.

In `expect_jackknife_quadratic`, `hJ` exchanges expectation and jackknife. The condition $M\ge2$ keeps every reduced sample nonempty, and `field_simp` and `ring` carry out the cancellation of $K$.

`ratio_jackknife` reads off the coefficients of $q$ in `hq` and applies these two results. `ratio_remainder` clears denominators to check the truncation formula, while `ratio_unbiased_iff` puts the bias over a common nonzero denominator and sets its numerator to zero.
